# Purity of a normalised ensemble of $m$ orthonormal states: the sum of squared weights, at least $1/m$

Let $n$ be a finite set labelling an orthonormal basis, for instance the configurations of an active space. A state is its column of complex coefficients $\psi(a)$, $a\in n$. There are $m$ states $\psi_i$, numbered $i=0,\dots,m-1$, and each carries a real weight $w_i$. A dagger denotes the conjugate transpose, $\delta_{ij}$ is one for $i=j$ and zero otherwise, and $\operatorname{tr}$ is the trace. In Lean a state has type `n → ℂ`, the family of states is indexed by `Fin m`, and the weights form a function `Fin m → ℝ`.

```lean
import Mathlib

open Matrix

namespace StateAveragedPurity

noncomputable section

variable {n : Type*} {m : ℕ}
```

The projector on a state $v$ of unit norm is $vv^\dagger$, with matrix elements $v(a)\,\overline{v(b)}$. The definition applies the same formula to any vector. I write $P_i=\psi_i\psi_i^\dagger$.

```lean
/-- The outer product `|v⟩⟨v|` of a vector `v` with itself, as a matrix; for `v` of unit norm it is
the projector on that state. -/
def stateProj (v : n → ℂ) : Matrix n n ℂ := vecMulVec v (star v)
```

The ensemble density, or state-averaged density matrix, is

$$G=\sum_i w_i P_i .$$

It acts on the many-electron state space. It is not the one-particle reduced density matrix, whose idempotency is a different question.

```lean
/-- The state-averaged density matrix: the sum of the state projectors, each multiplied by
its weight. -/
def ensemble (w : Fin m → ℝ) (ψ : Fin m → n → ℂ) : Matrix n n ℂ :=
  ∑ i, (w i : ℂ) • stateProj (ψ i)
```

Orthonormality means $\psi_i^\dagger\psi_j=\delta_{ij}$, with the complex conjugate on the left factor. Every theorem below about $G$ or the projectors $P_i$ assumes it, also where the comment above the theorem does not repeat it. Eigenvectors from the diagonalisation of one Hermitian configuration-interaction matrix can be chosen to satisfy it, whereas states optimised separately in different orbitals generally overlap.

```lean
variable [Fintype n]

/-- The states have unit norm and are mutually orthogonal. -/
def OrthonormalStates (ψ : Fin m → n → ℂ) : Prop :=
  ∀ i j, star (ψ i) ⬝ᵥ ψ j = if i = j then 1 else 0
```

## Products and traces of the projectors

In a product of two projectors the inner overlap is a number and can be taken out:

$$P_iP_j=\psi_i(\psi_i^\dagger\psi_j)\psi_j^\dagger=(\psi_i^\dagger\psi_j)\,\psi_i\psi_j^\dagger=\delta_{ij}P_i .$$

The intermediate statement `key` is this factorisation, checked matrix element by matrix element. Inserting the orthonormality condition and separating $i=j$ from $i\ne j$ gives the result.

```lean
/-- Projectors of orthonormal states are idempotent and annihilate each other. -/
theorem stateProj_mul {ψ : Fin m → n → ℂ} (h : OrthonormalStates ψ) (i j : Fin m) :
    stateProj (ψ i) * stateProj (ψ j) = if i = j then stateProj (ψ i) else 0 := by
  -- the inner overlap factors out of the product
  have key : stateProj (ψ i) * stateProj (ψ j)
      = (star (ψ i) ⬝ᵥ ψ j) • vecMulVec (ψ i) (star (ψ j)) := by
    ext a b
    simp only [stateProj, Matrix.mul_apply, Matrix.vecMulVec_apply, Matrix.smul_apply,
      smul_eq_mul, dotProduct, Finset.sum_mul]
    exact Finset.sum_congr rfl fun c _ => by ring
  rw [key, h i j]
  split_ifs with hij
  · subst hij
    simp [stateProj]
  · simp
```

The trace of a projector is the squared norm of its state:

$$\operatorname{tr}P_i=\sum_a \psi_i(a)\,\overline{\psi_i(a)}=\psi_i^\dagger\psi_i=1 .$$

```lean
/-- The projector of a normalised state has trace one. -/
theorem trace_stateProj {ψ : Fin m → n → ℂ} (h : OrthonormalStates ψ) (i : Fin m) :
    (stateProj (ψ i)).trace = 1 := by
  have key : (stateProj (ψ i)).trace = star (ψ i) ⬝ᵥ ψ i := by
    simp only [Matrix.trace, Matrix.diag_apply, stateProj, Matrix.vecMulVec_apply, dotProduct]
    exact Finset.sum_congr rfl fun a _ => mul_comm _ _
  rw [key, h i i, if_pos rfl]
```

## Squaring the density squares the weights

When $G$ multiplies $P_j$, only one term of the sum survives:

$$GP_j=\sum_i w_iP_iP_j=w_jP_j .$$

The step `Finset.sum_eq_single j` selects that term.

```lean
/-- Acting on the projector of one of its states, the ensemble density multiplies it by the
weight of that state. -/
theorem ensemble_mul_stateProj {ψ : Fin m → n → ℂ} (h : OrthonormalStates ψ)
    (w : Fin m → ℝ) (j : Fin m) :
    ensemble w ψ * stateProj (ψ j) = (w j : ℂ) • stateProj (ψ j) := by
  simp only [ensemble, Finset.sum_mul, Matrix.smul_mul, stateProj_mul h]
  rw [Finset.sum_eq_single j]
  · simp
  · intro i _ hij
    simp [hij]
  · simp
```

Expanding the right-hand factor of $G^2$ and using this relation for each term gives

$$G^2=\sum_j w_j\,GP_j=\sum_j w_j^2P_j .$$

The square is therefore an ensemble of the same states, with $w_j^2$ in place of $w_j$. The lemma expresses this by applying the same function `ensemble` to the squared weights.

```lean
/-- The square of the ensemble density is the ensemble of the same states with squared
weights. -/
theorem ensemble_sq {ψ : Fin m → n → ℂ} (h : OrthonormalStates ψ) (w : Fin m → ℝ) :
    ensemble w ψ * ensemble w ψ = ensemble (fun i => w i ^ 2) ψ := by
  change ensemble w ψ * (∑ j, (w j : ℂ) • stateProj (ψ j))
    = ∑ j, ((w j ^ 2 : ℝ) : ℂ) • stateProj (ψ j)
  rw [Finset.mul_sum]
  refine Finset.sum_congr rfl fun j _ => ?_
  rw [Matrix.mul_smul, ensemble_mul_stateProj h, smul_smul, Complex.ofReal_pow, pow_two]
```

Repeating the multiplication leads by induction to a neighbouring result, $\operatorname{tr}G^k=\sum_i w_i^k$ for every integer $k\ge1$; the code below needs only $k=2$.

## Idempotency as a condition on each weight

For orthonormal states a weight can be recovered from the density by a trace, since $\operatorname{tr}(GP_i)=w_i\operatorname{tr}P_i=w_i$. In the same way $\operatorname{tr}(G^2P_i)=w_i^2$. If $G^2=G$, the two traces agree, so $w_i^2=w_i$ for every $i$. Conversely, if every weight equals its square, the two ensembles have identical weights and are the same matrix. Orthogonality matters here: two copies of one normalised state with weights $1/2$ and $1/2$ give the projector on that state, which is idempotent although neither weight equals its square.

In the forward direction, `congrArg` multiplies both sides of the matrix equation by $P_i$ and takes the trace. The resulting complex equation between real numbers is then read as a real one.

```lean
/-- The ensemble density is idempotent exactly when every weight equals its own square. -/
theorem idempotent_iff_weights {ψ : Fin m → n → ℂ} (h : OrthonormalStates ψ)
    (w : Fin m → ℝ) :
    ensemble w ψ * ensemble w ψ = ensemble w ψ ↔ ∀ i, w i ^ 2 = w i := by
  rw [ensemble_sq h]
  constructor
  · intro e i
    -- read off the weight of state i as the trace against its projector
    have t := congrArg (fun M => (M * stateProj (ψ i)).trace) e
    simp only [ensemble_mul_stateProj h, Matrix.trace_smul, trace_stateProj h,
      smul_eq_mul, mul_one] at t
    exact_mod_cast t
  · intro e
    exact congrArg (fun v => ensemble v ψ) (funext e)
```

## The distance from equal weights

Suppose now that $\sum_i w_i=1$. This excludes $m=0$, because an empty sum is zero. Expanding the squared deviations from $1/m$ gives

$$\sum_i\Bigl(w_i-\frac1m\Bigr)^2=\sum_i w_i^2-\frac2m\sum_i w_i+m\cdot\frac1{m^2}=\sum_i w_i^2-\frac1m .$$

The `calc` block follows this expansion: it first expands each square, then sums the three kinds of term separately.

```lean
/-- For weights summing to one, the summed squared deviation from equal weights is the sum of
squared weights minus `1/m`. -/
theorem sum_sq_deviation (w : Fin m → ℝ) (hw : ∑ i, w i = 1) :
    ∑ i, (w i - 1 / (m : ℝ)) ^ 2 = ∑ i, w i ^ 2 - 1 / (m : ℝ) := by
  have hm : (m : ℝ) ≠ 0 := by
    intro h0
    have h1 : m = 0 := by exact_mod_cast h0
    subst h1
    simp at hw
  have hc : (m : ℝ) * (1 / (m : ℝ) ^ 2) = 1 / (m : ℝ) := by field_simp
  calc ∑ i, (w i - 1 / (m : ℝ)) ^ 2
      = ∑ i, (w i ^ 2 - 2 / (m : ℝ) * w i + 1 / (m : ℝ) ^ 2) :=
        Finset.sum_congr rfl fun i _ => by ring
    _ = ∑ i, w i ^ 2 - 1 / (m : ℝ) := by
        rw [Finset.sum_add_distrib, Finset.sum_sub_distrib, ← Finset.mul_sum, hw]
        simp only [Finset.sum_const, Finset.card_univ, Fintype.card_fin, nsmul_eq_mul]
        rw [hc]
        ring
```

## Purity, its minimum, and the single-state case

The main theorem assumes orthonormal states and real weights with sum one. It does not require the weights to be nonnegative. Its four parts are:

- $\operatorname{tr}G^2=\sum_i w_i^2$, stated as an equality of complex numbers whose right-hand side is real;
- $\sum_i w_i^2\ge 1/m$;
- equality holds in that bound exactly when every $w_i=1/m$;
- $G^2=G$ exactly when some $w_i=1$ and all other weights vanish.

For the first part, take the trace of $G^2=\sum_i w_i^2P_i$ and use $\operatorname{tr}P_i=1$. The second follows from the deviation identity, whose left-hand side is a sum of squares. If the bound is attained, that sum is zero, so each of its nonnegative terms is zero and every weight is $1/m$. Equal weights conversely make every deviation vanish.

For the fourth part, idempotency gives $w_i^2=w_i$ for all $i$. The weights cannot all be zero, since they sum to one. Choose $i$ with $w_i\ne0$; cancelling one factor of $w_i$ gives $w_i=1$. The remaining weights then sum to zero. Each of them satisfies $w_k=w_k^2\ge0$, so each is zero. In the other direction, zero and one both equal their own squares.

In Lean, `Finset.sum_eq_zero_iff_of_nonneg` supplies the step from a vanishing sum of nonnegative terms to vanishing terms, both in the equality case and for the remaining weights.

```lean
/-- For orthonormal states with weights summing to one, the purity `tr G²` is the sum of squared
weights; it is at least `1/m`, with equality exactly for equal weights; and `G² = G` exactly
when one weight is one and all others vanish. -/
theorem ensemble_purity {ψ : Fin m → n → ℂ} (h : OrthonormalStates ψ)
    (w : Fin m → ℝ) (hw : ∑ i, w i = 1) :
    (ensemble w ψ * ensemble w ψ).trace = ((∑ i, w i ^ 2 : ℝ) : ℂ) ∧
    1 / (m : ℝ) ≤ ∑ i, w i ^ 2 ∧
    (∑ i, w i ^ 2 = 1 / (m : ℝ) ↔ ∀ i, w i = 1 / (m : ℝ)) ∧
    (ensemble w ψ * ensemble w ψ = ensemble w ψ ↔
      ∃ i, w i = 1 ∧ ∀ j, j ≠ i → w j = 0) := by
  have hdev := sum_sq_deviation w hw
  have hnn : ∀ i ∈ Finset.univ, 0 ≤ (w i - 1 / (m : ℝ)) ^ 2 := fun i _ => sq_nonneg _
  refine ⟨?_, ?_, ?_, ?_⟩
  · rw [ensemble_sq h, ensemble, Matrix.trace_sum, Complex.ofReal_sum]
    refine Finset.sum_congr rfl fun i _ => ?_
    rw [Matrix.trace_smul, trace_stateProj h, smul_eq_mul, mul_one]
  · have := Finset.sum_nonneg hnn
    linarith
  · constructor
    · intro e i
      have h0 : ∑ i, (w i - 1 / (m : ℝ)) ^ 2 = 0 := by linarith
      have h1 := (Finset.sum_eq_zero_iff_of_nonneg hnn).1 h0 i (Finset.mem_univ i)
      exact sub_eq_zero.1 (pow_eq_zero_iff (two_ne_zero)|>.1 h1)
    · intro e
      have h0 : ∑ i, (w i - 1 / (m : ℝ)) ^ 2 = 0 :=
        Finset.sum_eq_zero fun i _ => by rw [e i]; ring
      linarith
  · rw [idempotent_iff_weights h]
    constructor
    · intro e
      -- normalisation forces some state to be occupied
      have hex : ∃ i, w i ≠ 0 := by
        by_contra hno
        have hz : ∀ i, w i = 0 := fun i => by
          by_contra hi
          exact hno ⟨i, hi⟩
        simp [hz] at hw
      obtain ⟨i, hi⟩ := hex
      have hi1 : w i = 1 := mul_left_cancel₀ hi (by linarith [e i, pow_two (w i)])
      refine ⟨i, hi1, fun j hj => ?_⟩
      -- the remaining weights are nonnegative and sum to zero
      have hs := Finset.add_sum_erase Finset.univ w (Finset.mem_univ i)
      have h0 : ∑ k ∈ Finset.univ.erase i, w k = 0 := by linarith
      have hp : ∀ k ∈ Finset.univ.erase i, 0 ≤ w k := fun k _ => by
        rw [← e k]
        exact sq_nonneg _
      exact (Finset.sum_eq_zero_iff_of_nonneg hp).1 h0 j
        (Finset.mem_erase.2 ⟨hj, Finset.mem_univ j⟩)
    · rintro ⟨i, hi, hz⟩ j
      by_cases hj : j = i
      · rw [hj, hi]; norm_num
      · rw [hz j hj]; norm_num
```

In a state-averaged calculation with fixed weights and orthonormal states in a finite configuration space, $G$ is thus the projector on a single state only if one of the averaged states has weight one and all others have weight zero. Equal weights give the smallest purity available for the chosen number of states. The theorem says nothing about how the weights should be chosen or how the orbitals respond to them.

## Unit purity as a test for a single state

For orthonormal states and nonnegative weights with sum one, the number $\operatorname{tr}G^2$ alone decides whether $G$ is idempotent. Since the weights sum to one, none exceeds one, and hence

$$w_i-w_i^2=w_i(1-w_i)\ge0 .$$

If $\operatorname{tr}G^2=1$, these differences sum to $1-1=0$, so each vanishes and $G^2=G$. Conversely, idempotency gives $\sum_i w_i^2=\sum_i w_i=1$.

The proof first turns both sides of the equivalence into statements about weights. The hypothesis `hpos` enters twice: it bounds each weight by the total, and it makes the product $w_i(1-w_i)$ nonnegative. Physically, it says that the weights are probabilities.

```lean
/-- For nonnegative weights summing to one, the purity `tr G²` equals one exactly when the
ensemble density is idempotent. -/
theorem purity_eq_one_iff {ψ : Fin m → n → ℂ} (h : OrthonormalStates ψ)
    (w : Fin m → ℝ) (hw : ∑ i, w i = 1) (hpos : ∀ i, 0 ≤ w i) :
    (ensemble w ψ * ensemble w ψ).trace = 1 ↔
      ensemble w ψ * ensemble w ψ = ensemble w ψ := by
  rw [(ensemble_purity h w hw).1, idempotent_iff_weights h, Complex.ofReal_eq_one]
  constructor
  · intro e i
    -- every term w - w² is nonnegative, and together they sum to zero
    have hp : ∀ k ∈ Finset.univ, 0 ≤ w k - w k ^ 2 := fun k _ => by
      have h1 : w k ≤ ∑ i, w i :=
        Finset.single_le_sum (fun i _ => hpos i) (Finset.mem_univ k)
      rw [hw] at h1
      nlinarith [mul_nonneg (hpos k) (sub_nonneg.2 h1)]
    have h0 : ∑ k, (w k - w k ^ 2) = 0 := by
      rw [Finset.sum_sub_distrib, hw, e, sub_self]
    have := (Finset.sum_eq_zero_iff_of_nonneg hp).1 h0 i (Finset.mem_univ i)
    linarith
  · intro e
    rw [← hw]
    exact Finset.sum_congr rfl fun i _ => e i
```

Without nonnegativity the test fails. Take any three orthonormal states with weights $2/3,\ 2/3,\ -1/3$. Then

$$\frac23+\frac23-\frac13=1,\qquad \frac49+\frac49+\frac19=1,$$

so both the normalisation and the purity equal one. But $w_0^2=4/9$ differs from $w_0=2/3$, and $G$ is not idempotent. This $G$ has the eigenvalue $-1/3$ and is not a physical density matrix. The Lean proof finds the contradiction at index `0`.

```lean
/-- With the weights `2/3, 2/3, -1/3`, which sum to one, three orthonormal states give an
ensemble density of unit purity that is not idempotent. -/
theorem negative_weight_unit_purity {ψ : Fin 3 → n → ℂ} (h : OrthonormalStates ψ) :
    let w : Fin 3 → ℝ := ![2 / 3, 2 / 3, -1 / 3]
    ∑ i, w i = 1 ∧ (ensemble w ψ * ensemble w ψ).trace = 1 ∧
      ensemble w ψ * ensemble w ψ ≠ ensemble w ψ := by
  intro w
  have hw : ∑ i, w i = 1 := by
    norm_num [w, Fin.sum_univ_succ]
  have hs : ∑ i, w i ^ 2 = 1 := by
    norm_num [w, Fin.sum_univ_succ]
  refine ⟨hw, ?_, ?_⟩
  · rw [(ensemble_purity h w hw).1, hs, Complex.ofReal_one]
  · intro e
    have h0 := (idempotent_iff_weights h w).1 e 0
    norm_num [w] at h0
```

## A complex pair of orthonormal states

A two-dimensional example satisfies the orthonormality condition with complex amplitudes:

$$\psi_0=\begin{pmatrix}3/5\\4i/5\end{pmatrix},\qquad
\psi_1=\begin{pmatrix}4i/5\\3/5\end{pmatrix}.$$

In the code each complex number is written as a pair of real and imaginary parts. The name `mixedPair` refers to the superposition of the two basis states; each of the two states is pure.

```lean
/-- Two superpositions of a pair of basis states, with amplitudes `3/5, 4i/5` and
`4i/5, 3/5`. -/
def mixedPair : Fin 2 → Fin 2 → ℂ :=
  ![![⟨3 / 5, 0⟩, ⟨0, 4 / 5⟩], ![⟨0, 4 / 5⟩, ⟨3 / 5, 0⟩]]
```

Both squared norms are $9/25+16/25=1$. The overlap is

$$\psi_0^\dagger\psi_1=\frac35\cdot\frac{4i}5-\frac{4i}5\cdot\frac35=0 .$$

The minus sign comes from the conjugation; without it the sum would be $24i/25$. The proof runs through the four index pairs and compares real and imaginary parts. With weights $3/4$ and $1/4$, for example, this pair has purity $9/16+1/16=5/8$, above the minimum of $1/2$.

```lean
/-- The two superpositions in `mixedPair` are orthonormal. -/
theorem orthonormalStates_witness : OrthonormalStates mixedPair := by
  intro i j
  fin_cases i <;> fin_cases j <;> apply Complex.ext <;>
    simp [mixedPair, dotProduct, Fin.sum_univ_succ] <;> norm_num

end

end StateAveragedPurity
```

```lean
#print axioms StateAveragedPurity.ensemble_purity
-- 'StateAveragedPurity.ensemble_purity' depends on axioms: [propext, Classical.choice, Quot.sound]
#print axioms StateAveragedPurity.purity_eq_one_iff
-- 'StateAveragedPurity.purity_eq_one_iff' depends on axioms: [propext, Classical.choice, Quot.sound]
#print axioms StateAveragedPurity.negative_weight_unit_purity
-- 'StateAveragedPurity.negative_weight_unit_purity' depends on axioms: [propext, Classical.choice, Quot.sound]
```
